# The dispersion coefficient of two sets of independent plasma cells is a sum over cell pairs

At a distance $R$ much larger than their sizes, two neutral bodies have a dispersion interaction with leading energy $-C_6/R^6$ when retardation is neglected. In atomic units, and for isotropic response, $C_6=\frac{3}{\pi}\int_0^\infty A(t)B(t)\,dt$, where $A(t)$ and $B(t)$ are the polarizabilities at imaginary frequency $it$. Suppose that each body is a finite collection of independent cells, and that a cell of volume $v$ and plasma frequency $a$ has the model polarizability $va^2/[4\pi(a^2+t^2)]$. What remains of the frequency integral?

Let the cells have volumes $v_i,u_j$ and frequencies $a_i,b_j>0$. Then

$$C_6=\frac{3}{32\pi^2}\sum_{i,j}v_iu_j\,\frac{a_ib_j}{a_i+b_j}.$$

```lean
import Mathlib

open Real MeasureTheory Set Filter Topology

namespace PlasmaCellDispersion

noncomputable section
```

## Independent cells with one frequency each

A plasma of frequency $a$ has dielectric function $\varepsilon(it)=1+a^2/t^2$. Taking the response per volume as $(1-1/\varepsilon)/4\pi$ gives a cell the polarizability $v a^2/[4\pi(a^2+t^2)]$. This is a postulate of the model, and `cellPol` records it. It is not the response of an isolated plasma sphere, whose surface charges shift the resonance to $a/\sqrt3$ and make the static polarizability $3v/4\pi$ instead of $v/4\pi$.

```lean
/-- Polarizability at imaginary frequency `t` of a plasma cell with volume `v` and
frequency `a`. -/
def cellPol (v a t : ℝ) : ℝ := v * a ^ 2 / (4 * π * (a ^ 2 + t ^ 2))
```

The cells do not polarize one another, so their responses add. In `polarizability`, the finite type `ι` labels the cells, and `v` and `a` assign each cell its volume and frequency.

```lean
/-- Polarizability at imaginary frequency `t` of a body made of finitely many plasma cells
with volumes `v i` and frequencies `a i`. -/
def polarizability {ι : Type*} [Fintype ι] (v a : ι → ℝ) (t : ℝ) : ℝ :=
  ∑ i, cellPol (v i) (a i) t
```

The Casimir–Polder integral is taken as the definition of the coefficient, for any two real functions; it is not derived here from second-order perturbation theory in the Coulomb interaction. `Ioi 0` is the half-line $t>0$.

```lean
/-- The dispersion coefficient of two bodies with polarizabilities `A` and `B` at imaginary
frequency: `3/π` times the integral of their product over the positive half-line. -/
def dispersionC6 (A B : ℝ → ℝ) : ℝ := 3 / π * ∫ t in Ioi (0 : ℝ), A t * B t
```

The frequency $a$ sets both the strength and the resonance of a cell. With separate strengths $p_i^2,q_j^2$ in the numerators, the pair factor would become $p_i^2q_j^2/[a_ib_j(a_i+b_j)]$. The long-range pair interaction in vdW-DF has this structure, with strengths set by the density, whereas in the present model a single parameter plays both roles.

## Positive frequencies

Physically, $a>0$ says that the cell contains mobile electrons: in atomic units $a^2=4\pi n$, where $n$ is their density. By hand, the condition enters through the integral of a single Lorentzian,

$$\int_0^\infty\frac{dt}{a^2+t^2}=\left[\frac{\arctan(t/a)}{a}\right]_0^\infty=\frac{\pi}{2a}.$$

For $a\ne b$, partial fractions give

$$\int_0^\infty\!\frac{dt}{(a^2+t^2)(b^2+t^2)}=\frac{1}{b^2-a^2}\left(\frac{\pi}{2a}-\frac{\pi}{2b}\right)=\frac{\pi}{2ab(a+b)}.$$

For $a=b$ that decomposition fails, but a primitive is

$$G(t)=\frac{1}{2a^2}\left(\frac{t}{a^2+t^2}+\frac{\arctan(t/a)}{a}\right).$$

Its derivative is

$$\frac{1}{2a^2}\left(\frac{a^2-t^2}{(a^2+t^2)^2}+\frac{1}{a^2+t^2}\right)=\frac{1}{(a^2+t^2)^2}.$$

Since $G(0)=0$ and $G(t)\to\pi/(4a^3)$, the same formula holds.

If one frequency changed sign, the integral would stay the same, because only squares enter it, but $ab/(a+b)$ would not. If negative frequencies were allowed, the closed form would therefore need absolute values.

`lorentzian_primitive` follows this calculation. `by_cases hab : a = b` separates the two primitives, `hder` and `hlim` supply the derivative and limit of the arctangent, and `squeeze_zero'` shows that the rational term dies out.

```lean
/-- The product of two Lorentzians has a primitive that vanishes at zero frequency and tends
to `π / (2ab(a+b))` at infinite frequency. -/
theorem lorentzian_primitive {a b : ℝ} (ha : 0 < a) (hb : 0 < b) :
    ∃ G : ℝ → ℝ, G 0 = 0 ∧
      (∀ t, HasDerivAt G (1 / ((a ^ 2 + t ^ 2) * (b ^ 2 + t ^ 2))) t) ∧
      Tendsto G atTop (𝓝 (π / (2 * a * b * (a + b)))) := by
  -- a single Lorentzian integrates to an arctangent
  have hder : ∀ c : ℝ, 0 < c → ∀ t : ℝ,
      HasDerivAt (fun s => Real.arctan (s / c) / c) (1 / (c ^ 2 + t ^ 2)) t := by
    intro c hc t
    have h := ((hasDerivAt_id' t).div_const c).arctan.div_const c
    have h1 : 1 + (t / c) ^ 2 = (c ^ 2 + t ^ 2) / c ^ 2 := by field_simp
    have h2 : c ^ 2 + t ^ 2 ≠ 0 := by positivity
    have e : 1 / (c ^ 2 + t ^ 2) = 1 / (1 + (t / c) ^ 2) * (1 / c) / c := by
      rw [h1]
      field_simp
    rw [e]
    exact h
  have hlim : ∀ c : ℝ, 0 < c →
      Tendsto (fun s => Real.arctan (s / c) / c) atTop (𝓝 (π / 2 / c)) := by
    intro c hc
    have h1 : Tendsto (fun s : ℝ => s / c) atTop atTop := tendsto_id.atTop_div_const hc
    exact ((Real.tendsto_arctan_atTop.mono_right nhdsWithin_le_nhds).comp h1).div_const c
  by_cases hab : a = b
  · -- equal frequencies: a rational term joins the arctangent
    subst hab
    refine ⟨fun t => (t / (a ^ 2 + t ^ 2) + Real.arctan (t / a) / a) / (2 * a ^ 2),
      by simp, ?_, ?_⟩
    · intro t
      have hne : a ^ 2 + t ^ 2 ≠ 0 := by positivity
      have hden : HasDerivAt (fun s : ℝ => a ^ 2 + s ^ 2) (2 * t) t := by
        simpa using (hasDerivAt_pow 2 t).const_add (a ^ 2)
      have h := (((hasDerivAt_id' t).fun_div hden hne).fun_add (hder a ha t)).div_const
        (2 * a ^ 2)
      refine h.congr_deriv ?_
      field_simp
      ring
    · have h0 : Tendsto (fun t : ℝ => t / (a ^ 2 + t ^ 2)) atTop (𝓝 0) := by
        refine squeeze_zero' ?_ ?_ tendsto_inv_atTop_zero
        · filter_upwards [eventually_gt_atTop (0 : ℝ)] with t ht
          positivity
        · filter_upwards [eventually_gt_atTop (0 : ℝ)] with t ht
          rw [inv_eq_one_div, div_le_div_iff₀ (by positivity) ht]
          nlinarith [sq_nonneg a]
      have h := (h0.add (hlim a ha)).div_const (2 * a ^ 2)
      have e : π / (2 * a * a * (a + a)) = (0 + π / 2 / a) / (2 * a ^ 2) := by
        rw [zero_add, div_div, div_div]
        congr 1
        ring
      rw [e]
      exact h
  · -- different frequencies: partial fractions
    have hd : b ^ 2 - a ^ 2 ≠ 0 := by
      have h1 : b - a ≠ 0 := sub_ne_zero.mpr (Ne.symm hab)
      have h2 : b + a ≠ 0 := by positivity
      have h3 : b ^ 2 - a ^ 2 = (b - a) * (b + a) := by ring
      rw [h3]
      exact mul_ne_zero h1 h2
    refine ⟨fun t => (Real.arctan (t / a) / a - Real.arctan (t / b) / b) / (b ^ 2 - a ^ 2),
      by simp, ?_, ?_⟩
    · intro t
      have h1 : a ^ 2 + t ^ 2 ≠ 0 := by positivity
      have h2 : b ^ 2 + t ^ 2 ≠ 0 := by positivity
      refine (((hder a ha t).fun_sub (hder b hb t)).div_const (b ^ 2 - a ^ 2)).congr_deriv ?_
      rw [div_sub_div _ _ h1 h2, div_div,
        div_eq_div_iff (mul_ne_zero (mul_ne_zero h1 h2) hd) (mul_ne_zero h1 h2)]
      ring
    · have h := ((hlim a ha).sub (hlim b hb)).div_const (b ^ 2 - a ^ 2)
      have e : (π / 2 / a - π / 2 / b) / (b ^ 2 - a ^ 2) = π / (2 * a * b * (a + b)) := by
        rw [div_eq_div_iff hd (by positivity)]
        field_simp
        ring
      rw [← e]
      exact h
```

The integrand is non-negative and its primitive has a finite limit, which yields both integrability and the value. Integrability matters because Lean assigns the value zero to a non-integrable integral.

```lean
/-- The product of two Lorentzians is integrable over the positive frequencies, with
integral `π / (2ab(a+b))`. -/
theorem lorentzian_integral {a b : ℝ} (ha : 0 < a) (hb : 0 < b) :
    IntegrableOn (fun t : ℝ => 1 / ((a ^ 2 + t ^ 2) * (b ^ 2 + t ^ 2))) (Ioi 0) ∧
    ∫ t in Ioi (0 : ℝ), 1 / ((a ^ 2 + t ^ 2) * (b ^ 2 + t ^ 2))
      = π / (2 * a * b * (a + b)) := by
  obtain ⟨G, h0, hG, hl⟩ := lorentzian_primitive ha hb
  have hpos : ∀ t ∈ Ioi (0 : ℝ), 0 ≤ 1 / ((a ^ 2 + t ^ 2) * (b ^ 2 + t ^ 2)) :=
    fun t _ => by positivity
  refine ⟨integrableOn_Ioi_deriv_of_nonneg' (fun t _ => hG t) hpos hl, ?_⟩
  have h : ∫ t in Ioi (0 : ℝ), 1 / ((a ^ 2 + t ^ 2) * (b ^ 2 + t ^ 2))
      = π / (2 * a * b * (a + b)) - G 0 :=
    integral_Ioi_of_hasDerivAt_of_nonneg' (fun t _ => hG t) hpos hl
  rw [h, h0, sub_zero]
```

For a pair of cells, the constants multiply to

$$\frac{vu\,a^2b^2}{16\pi^2}\cdot\frac{\pi}{2ab(a+b)}=\frac{vu}{32\pi}\,\frac{ab}{a+b}.$$

`cell_pair_integral` pulls the same constant out of the integral.

```lean
/-- For two plasma cells the product of polarizabilities is integrable over the positive
frequencies, with integral `v u a b / (32π(a+b))`. -/
theorem cell_pair_integral (v u : ℝ) {a b : ℝ} (ha : 0 < a) (hb : 0 < b) :
    IntegrableOn (fun t => cellPol v a t * cellPol u b t) (Ioi 0) ∧
    ∫ t in Ioi (0 : ℝ), cellPol v a t * cellPol u b t
      = v * u * a * b / (a + b) / (32 * π) := by
  have e : (fun t => cellPol v a t * cellPol u b t) = fun t =>
      v * u * a ^ 2 * b ^ 2 / (16 * π ^ 2) * (1 / ((a ^ 2 + t ^ 2) * (b ^ 2 + t ^ 2))) := by
    funext t
    unfold cellPol
    rw [div_mul_div_comm, div_mul_div_comm]
    congr 1 <;> ring
  obtain ⟨hi, hv⟩ := lorentzian_integral ha hb
  rw [e]
  refine ⟨Integrable.const_mul hi _, ?_⟩
  rw [integral_const_mul, hv]
  have hab : a + b ≠ 0 := by positivity
  field_simp
  ring
```

## Finitely many cells, with unrestricted volumes

Finiteness means a body divided into a definite number of pieces. By hand, it allows the sums to be taken outside the integral:

$$\int_0^\infty A(t)B(t)\,dt=\sum_{i,j}\int_0^\infty A_i(t)B_j(t)\,dt=\frac{1}{32\pi}\sum_{i,j}v_iu_j\frac{a_ib_j}{a_i+b_j},$$

where $A_i$ and $B_j$ are the polarizabilities of single cells. Multiplication by $3/\pi$ gives the result. Infinitely many cells would call for convergence conditions on volumes and frequencies.

The first theorem below records that the product $A(t)B(t)$ is integrable.

```lean
variable {ι κ : Type*} [Fintype ι] [Fintype κ]

/-- The product of the polarizabilities of two bodies made of plasma cells is integrable over
the positive frequencies. -/
theorem polarizability_mul_integrable (v a : ι → ℝ) (u b : κ → ℝ)
    (ha : ∀ i, 0 < a i) (hb : ∀ j, 0 < b j) :
    Integrable (fun t => polarizability v a t * polarizability u b t)
      (volume.restrict (Ioi 0)) := by
  simp only [polarizability, Finset.sum_mul_sum]
  refine integrable_finsetSum _ fun i _ => ?_
  refine integrable_finsetSum _ fun j _ => ?_
  exact (cell_pair_integral (v i) (u j) (ha i) (hb j)).1
```

In `dispersionC6_eq_sum`, `Finset.sum_mul_sum` expands the product into pairs, and `integral_finsetSum`, applied twice, exchanges sum and integral. The hypotheses `ha` and `hb` are the positivity of all frequencies. Volumes are physically positive, but they enter only as linear factors, so no theorem here constrains their sign.

```lean
/-- The dispersion coefficient of two bodies made of plasma cells is a sum over pairs of
cells, each pair contributing its volumes times `ab/(a+b)`, with prefactor `3/(32π²)`. -/
theorem dispersionC6_eq_sum (v a : ι → ℝ) (u b : κ → ℝ)
    (ha : ∀ i, 0 < a i) (hb : ∀ j, 0 < b j) :
    dispersionC6 (polarizability v a) (polarizability u b)
      = 3 / (32 * π ^ 2) * ∑ i, ∑ j, v i * u j * a i * b j / (a i + b j) := by
  have hint : ∫ t in Ioi (0 : ℝ), polarizability v a t * polarizability u b t
      = ∑ i, ∑ j, v i * u j * a i * b j / (a i + b j) / (32 * π) := by
    simp only [polarizability, Finset.sum_mul_sum]
    -- exchange the frequency integral with the sums over cells
    rw [integral_finsetSum]
    · refine Finset.sum_congr rfl fun i _ => ?_
      rw [integral_finsetSum]
      · exact Finset.sum_congr rfl fun j _ =>
          (cell_pair_integral (v i) (u j) (ha i) (hb j)).2
      · intro j _
        exact (cell_pair_integral (v i) (u j) (ha i) (hb j)).1
    · intro i _
      refine integrable_finsetSum _ fun j _ => ?_
      exact (cell_pair_integral (v i) (u j) (ha i) (hb j)).1
  unfold dispersionC6
  rw [hint]
  simp only [Finset.mul_sum]
  refine Finset.sum_congr rfl fun i _ => Finset.sum_congr rfl fun j _ => ?_
  ring
```

In the smallest non-trivial case, two identical single cells, the coefficient is $3v^2a/(64\pi^2)$. With the static polarizability $\alpha=v/4\pi$, this is $\tfrac34\alpha^2a$.

## A common frequency within each body

If every cell of the first body has frequency $a$ and every cell of the second has frequency $b$, the pair factor leaves the sum. Since $A(0)=\sum_iv_i/4\pi$ and $B(0)=\sum_ju_j/4\pi$,

$$C_6=\frac{3}{32\pi^2}\Big(\sum_iv_i\Big)\Big(\sum_ju_j\Big)\frac{ab}{a+b}=\frac32A(0)B(0)\frac{ab}{a+b}.$$

This is London's form, with the model's plasma frequencies in the place of atomic excitation energies. When the frequencies differ within a body, the factor stays inside the sum, and the totals $A(0)$ and $B(0)$ together with the list of frequencies no longer determine $C_6$: it also matters how the volume is shared among the cells.

In the proof, `hs` evaluates a cell at $t=0$ and `hsum` factorizes the double sum.

```lean
/-- London formula: if all cells of one body have frequency `a` and all cells of the other
have frequency `b`, the dispersion coefficient is `3/2` times the product of the static
polarizabilities times `ab/(a+b)`. -/
theorem london_formula (v : ι → ℝ) (u : κ → ℝ) {a b : ℝ} (ha : 0 < a) (hb : 0 < b) :
    dispersionC6 (polarizability v fun _ => a) (polarizability u fun _ => b)
      = 3 / 2 * polarizability v (fun _ => a) 0 * polarizability u (fun _ => b) 0
        * (a * b / (a + b)) := by
  have hs : ∀ w c : ℝ, 0 < c → cellPol w c 0 = w / (4 * π) := by
    intro w c hc
    have h : c ^ 2 + (0 : ℝ) ^ 2 = c ^ 2 := by ring
    unfold cellPol
    rw [h, mul_div_mul_right _ _ (by positivity)]
  refine (dispersionC6_eq_sum v (fun _ => a) u (fun _ => b) (fun _ => ha)
    (fun _ => hb)).trans ?_
  have hsum : ∑ i, ∑ j, v i * u j * a * b / (a + b)
      = (∑ i, v i) * (∑ j, u j) * (a * b / (a + b)) := by
    rw [Finset.sum_mul_sum, Finset.sum_mul]
    refine Finset.sum_congr rfl fun i _ => ?_
    rw [Finset.sum_mul]
    refine Finset.sum_congr rfl fun j _ => ?_
    ring
  simp only [polarizability, hs _ a ha, hs _ b hb]
  rw [hsum, ← Finset.sum_div, ← Finset.sum_div]
  ring
```

## Square-integrable response

The last result compares a mixed coefficient with those of each body and its own copy: $C_{AB}^2\le C_{AA}C_{BB}$. The cells may have different frequencies. For every real $s$,

$$0\le\int_0^\infty(sB-A)^2dt=s^2\!\int_0^\infty\! B^2dt-2s\!\int_0^\infty\! AB\,dt+\int_0^\infty\! A^2dt.$$

A polynomial in $s$ of degree at most two that is never negative has non-positive discriminant, so $(\int AB)^2\le\int A^2\int B^2$. Multiplying by $(3/\pi)^2$ gives the claim.

Splitting the integral requires $A^2$, $AB$ and $B^2$ to be integrable. Positive frequencies guarantee this through `polarizability_mul_integrable`, and the sign of the frequencies plays no further part. In the proof, `key` is the displayed inequality and `discrim_le_zero` is the discriminant step.

```lean
/-- The squared dispersion coefficient between two bodies made of plasma cells is at most the
product of the coefficients of each body with a copy of itself. -/
theorem dispersionC6_sq_le (v a : ι → ℝ) (u b : κ → ℝ)
    (ha : ∀ i, 0 < a i) (hb : ∀ j, 0 < b j) :
    dispersionC6 (polarizability v a) (polarizability u b) ^ 2
      ≤ dispersionC6 (polarizability v a) (polarizability v a)
        * dispersionC6 (polarizability u b) (polarizability u b) := by
  have hAA := polarizability_mul_integrable v a v a ha ha
  have hAB := polarizability_mul_integrable v a u b ha hb
  have hBB := polarizability_mul_integrable u b u b hb hb
  unfold dispersionC6
  generalize polarizability v a = A at *
  generalize polarizability u b = B at *
  -- the integral of (sB - A)² is a non-negative quadratic in s
  have key : ∀ s : ℝ, 0 ≤ (∫ t in Ioi (0 : ℝ), B t * B t) * (s * s)
      + (-2 * ∫ t in Ioi (0 : ℝ), A t * B t) * s + ∫ t in Ioi (0 : ℝ), A t * A t := by
    intro s
    have h0 : 0 ≤ ∫ t in Ioi (0 : ℝ), (s * B t - A t) ^ 2 :=
      integral_nonneg fun t => sq_nonneg _
    have e : (fun t => (s * B t - A t) ^ 2)
        = fun t => (s * s * (B t * B t) + -2 * s * (A t * B t)) + A t * A t := by
      funext t
      ring
    have h1 := hBB.const_mul (s * s)
    have h2 := hAB.const_mul (-2 * s)
    have h3 : Integrable (fun t => s * s * (B t * B t) + -2 * s * (A t * B t))
        (volume.restrict (Ioi 0)) := h1.add h2
    rw [e, integral_add h3 hAA, integral_add h1 h2, integral_const_mul,
      integral_const_mul] at h0
    linarith
  have hdisc := discrim_le_zero key
  unfold discrim at hdisc
  have hQ : (∫ t in Ioi (0 : ℝ), A t * B t) ^ 2
      ≤ (∫ t in Ioi (0 : ℝ), A t * A t) * ∫ t in Ioi (0 : ℝ), B t * B t := by
    linarith
  have hfin := mul_le_mul_of_nonneg_left hQ (sq_nonneg (3 / π))
  linarith

end

end PlasmaCellDispersion
```

```lean
#print axioms PlasmaCellDispersion.dispersionC6_eq_sum
#print axioms PlasmaCellDispersion.london_formula
#print axioms PlasmaCellDispersion.dispersionC6_sq_le
```

```
'PlasmaCellDispersion.dispersionC6_eq_sum' depends on axioms: [propext, Classical.choice, Quot.sound]
'PlasmaCellDispersion.london_formula' depends on axioms: [propext, Classical.choice, Quot.sound]
'PlasmaCellDispersion.dispersionC6_sq_le' depends on axioms: [propext, Classical.choice, Quot.sound]
```
